# Every state of N ≥ 1 fermions in N + 1 spin orbitals is a single Slater determinant

To ask whether $N$ electrons in $N+1$ spin orbitals, a system with one hole, can have a state that is not a single Slater determinant, we must first fix what a state and a determinant are. Here a state is an antisymmetric complex function of $N$ coordinates, each of which runs over $N+1$ points. A determinant may be built from any $N$ functions on these points, not only from functions localised on single points.

## One hole in a finite basis

The points stand for the members of an orthonormal spin-orbital basis, and $\psi(x_0,\dots,x_{N-1})$ is the coefficient of the corresponding product of basis functions. There are $N+1$ ways to leave one basis function empty, so a general state is a combination of $N+1$ determinants of basis functions. The claim is that a change of orbitals reduces this combination to one determinant.

In electronic-structure terms, take general Hartree-Fock, whose complex spin orbitals may mix spin up and spin down. If the basis has exactly one spin orbital more than there are electrons, its lowest-energy determinant is a full configuration-interaction ground state. This follows from the theorem by the variational principle; no Hamiltonian appears in the formal statement.

## The statement in words

`IsFermionic ψ` says that permuting the coordinates multiplies $\psi$ by the sign of the permutation; textbooks call this antisymmetry. `slater a` is the determinant $\det a_i(x_j)$ without the factor $1/\sqrt{N!}$. Its orbitals need not be orthogonal, normalised or even linearly independent, so the zero function also counts as a determinant.

The main theorem, `isFermionic_iff_slater`, takes a finite type `X` with $N+1$ elements and $N\ge 1$. It states that $\psi$ is fermionic if and only if $\psi=$ `slater a` for some orbitals `a`. The condition `hN` excludes $N=0$, where the empty determinant is 1 and a constant other than 1 is not a determinant.

Two further theorems complete the picture. By `sum_slater_eq_slater`, every finite linear combination of $N$-particle determinants on these points is again one determinant. By `two_holes_not_slater`, this fails for two particles on four sites.

The step left to physics is the replacement of electrons in continuous space by coefficients in a finite basis.

## Amplitudes labelled by the empty site

Number the sites $0,\dots,N$ and the particles $0,\dots,N-1$. Let $s_k$ be the configuration that leaves site $k$ empty and fills the others in increasing order (`k.succAbove` in Lean).

If two coordinates of $x$ coincide, exchanging them gives $\psi(x)=-\psi(x)$, so $\psi(x)=0$. Otherwise $x$ leaves exactly one site $k$ empty and is a reordering $s_k\circ\tau$, so $\psi(x)=\operatorname{sgn}(\tau)\,\psi(s_k)$. The $N+1$ numbers $\psi(s_k)$ therefore fix $\psi$.

Let $D_p$ be the determinant of the sites other than $p$,
$$D_p(x)=\det\big[\delta_{s_p(i),\,x_j}\big].$$
On $s_p$ its matrix is the identity. On $s_k$ with $k\ne p$, the row of site $k$ is zero. Hence $D_p(s_k)=\delta_{pk}$, and
$$\psi(x)=\sum_{p=0}^{N}\psi(s_p)\,D_p(x).$$

## From the hole vector to the orbitals

Define the hole vector $h_p=(-1)^p\psi(s_p)$, and let $A(x)$ be the square matrix with columns $h,e_{x_0},\dots,e_{x_{N-1}}$, where $e_p$ is the unit vector of site $p$. Expansion along the first column gives
$$\det A(x)=\sum_p(-1)^p h_p D_p(x)=\psi(x).$$

If all $\psi(s_p)$ vanish, then $\psi=0$, which is the determinant of $N$ orbitals that are all the zero function. Otherwise choose $k$ with $h_k\neq0$, and take orbitals with $\sum_p a_i(p)h_p=0$. Let $B$ have first row $b(p)=\delta_{pk}/h_k$ and the $a_i$ as its remaining rows. Then
$$BA(x)=\begin{pmatrix}1& b(x_j)\\ 0& a_i(x_j)\end{pmatrix},\qquad \det a_i(x_j)=\det B\;\psi(x).$$

Suitable orbitals are
$$a_i(p)=\delta_{s_k(i),\,p}-\delta_{kp}\,\frac{h_{s_k(i)}}{h_k}.$$
Indeed $\sum_p a_i(p)h_p=h_{s_k(i)}-h_{s_k(i)}=0$. On $s_k$ the correction is never evaluated, so the determinant is 1 there. Thus $\det B\;\psi(s_k)=1$, and
$$\psi(x)=\psi(s_k)\,\det a_i(x_j).$$
Multiplying $a_0$ by $\psi(s_k)$ absorbs the prefactor. Conversely, permuting the coordinates of a determinant permutes its columns and produces the sign.

With complex amplitudes it is easy to misplace a conjugate. The condition $\sum_p a_i(p)h_p=0$ contains none, so in the usual inner product the occupied orbitals are orthogonal to $\overline{h}$, not to $h$. For $N=1$, $h=(\psi(1),-\psi(0))$ and the condition returns a multiple of $\psi$; with a conjugate on $h$ it would return a multiple of $\overline\psi$.

## Three configurations turned into one

Suppose that a configuration-interaction calculation with two electrons in three spin orbitals returns the normalised state $(|01\rangle+|02\rangle+|12\rangle)/\sqrt3$. Each ket includes its factor $1/\sqrt2$, so $\psi(0,1)=\psi(0,2)=\psi(1,2)=1/\sqrt6$ and $h=(1,-1,1)/\sqrt6$. With $k=2$ the orbitals are
$$a_0=e_0-e_2,\qquad a_1=e_1+e_2.$$
Their determinant equals 1 on each of the three ordered configurations, so $\psi=\det a_i(x_j)/\sqrt6$. Orthonormalising the two orbitals changes only the prefactor.

## Two particles and two holes

For one particle every function is a determinant, however many holes there are. For two particles on four sites, write $P_{pq}=a_0(p)a_1(q)-a_0(q)a_1(p)$. Every single determinant satisfies the Plücker relation
$$P_{01}P_{23}-P_{02}P_{13}+P_{03}P_{12}=0.$$
The sum of the determinants of sites 0, 1 and of sites 2, 3 takes the value 1 at $(0,1)$ and $(2,3)$, and 0 at the other four pairs with $p<q$. If it were a single determinant, these values would be its $P_{pq}$, and the left side would be 1 instead of 0. The normalised state is $(|01\rangle+|23\rangle)/\sqrt2$, half of the function in the theorem.

## The Lean file

```lean
import Mathlib

open Finset

namespace OneHoleDeterminant

noncomputable section

variable {N : ℕ} {X : Type*}

/-- A function of `N` coordinates is fermionic if permuting the coordinates multiplies it by
the sign of the permutation. -/
def IsFermionic (ψ : (Fin N → X) → ℂ) : Prop :=
  ∀ (σ : Equiv.Perm (Fin N)) (x : Fin N → X),
    ψ (x ∘ σ) = ((Equiv.Perm.sign σ : ℤ) : ℂ) * ψ x

/-- The unnormalised Slater determinant `det a_i(x_j)` of the orbitals `a_i`. -/
def slater (a : Fin N → X → ℂ) (x : Fin N → X) : ℂ :=
  Matrix.det (Matrix.of fun i j => a i (x j))

/-- The orbitals localised on the single sites other than `p`, in increasing order. -/
def siteOrbitals (p : Fin (N + 1)) (i : Fin N) (y : Fin (N + 1)) : ℂ :=
  if p.succAbove i = y then 1 else 0

/-- The hole vector: the amplitude, with alternating sign, for site `k` to be the empty one. -/
def holeAmp (ψ : (Fin N → Fin (N + 1)) → ℂ) (k : Fin (N + 1)) : ℂ :=
  (-1) ^ (k : ℕ) * ψ k.succAbove

/-- Every finite linear combination of Slater determinants is fermionic. -/
theorem isFermionic_sum {ι : Type*} [Fintype ι] (c : ι → ℂ) (a : ι → Fin N → X → ℂ) :
    IsFermionic (fun x => ∑ s, c s * slater (a s) x) := by
  intro σ x
  simp only [Finset.mul_sum]
  refine Finset.sum_congr rfl fun s _ => ?_
  have h : slater (a s) (x ∘ σ) = ((Equiv.Perm.sign σ : ℤ) : ℂ) * slater (a s) x :=
    Matrix.det_permute' σ (Matrix.of fun i j => a s i (x j))
  rw [h]
  ring

/-- Pauli principle: a fermionic function vanishes when two particles sit on the same point. -/
theorem pauli {ψ : (Fin N → X) → ℂ} (hψ : IsFermionic ψ) {x : Fin N → X} {i j : Fin N}
    (hij : i ≠ j) (hx : x i = x j) : ψ x = 0 := by
  have hs : x ∘ Equiv.swap i j = x := by
    funext m
    simp only [Function.comp_apply, Equiv.swap_apply_def]
    split_ifs with h1 h2
    · rw [h1, hx]
    · rw [h2, hx]
    · rfl
  have h := hψ (Equiv.swap i j) x
  rw [hs, Equiv.Perm.sign_swap hij] at h
  simp only [Units.val_neg, Units.val_one, Int.cast_neg, Int.cast_one] at h
  linear_combination h / 2

/-- Two fermionic functions of `N` coordinates on `N + 1` sites are equal if they agree on the
configurations that leave one site empty and fill the others in increasing order. -/
theorem eq_of_hole_eq {ψ φ : (Fin N → Fin (N + 1)) → ℂ} (hψ : IsFermionic ψ)
    (hφ : IsFermionic φ) (h : ∀ k : Fin (N + 1), ψ k.succAbove = φ k.succAbove)
    (x : Fin N → Fin (N + 1)) : ψ x = φ x := by
  by_cases hx : Function.Injective x
  · -- some site `k` is empty, and `x` is a reordering of the remaining sites
    have hk : ∃ k, ∀ i, x i ≠ k := by
      by_contra hcon
      have hsurj : Function.Surjective x := by
        intro k
        by_contra hk
        exact hcon ⟨k, fun i hi => hk ⟨i, hi⟩⟩
      have hcard := Fintype.card_le_of_surjective x hsurj
      simp only [Fintype.card_fin] at hcard
      omega
    obtain ⟨k, hk⟩ := hk
    choose σ hσ using fun i => Fin.exists_succAbove_eq (hk i)
    have hinj : Function.Injective σ := by
      intro i j hij
      apply hx
      rw [← hσ i, ← hσ j, hij]
    let τ : Equiv.Perm (Fin N) :=
      Equiv.ofBijective σ (Finite.injective_iff_bijective.mp hinj)
    have hxτ : x = k.succAbove ∘ τ := funext fun i => (hσ i).symm
    rw [hxτ, hψ τ, hφ τ, h k]
  · simp only [Function.Injective, not_forall] at hx
    obtain ⟨i, j, hxij, hij⟩ := hx
    rw [pauli hψ hij hxij, pauli hφ hij hxij]

/-- The determinant of the sites other than `p` is one on its own ordered configuration and
zero on the ordered configurations with another empty site. -/
theorem slater_site (p k : Fin (N + 1)) :
    slater (siteOrbitals p) k.succAbove = if p = k then 1 else 0 := by
  split_ifs with h
  · subst h
    have h1 : (Matrix.of fun i j => siteOrbitals p i (p.succAbove j)) =
        (1 : Matrix (Fin N) (Fin N) ℂ) := by
      ext i j
      simp [siteOrbitals, Matrix.one_apply]
    rw [slater, h1, Matrix.det_one]
  · obtain ⟨i, hi⟩ := Fin.exists_succAbove_eq (Ne.symm h)
    rw [slater]
    refine Matrix.det_eq_zero_of_row_eq_zero i fun j => ?_
    simp [siteOrbitals, hi, (Fin.succAbove_ne k j).symm]

/-- Configuration expansion: a fermionic function of `N` coordinates on `N + 1` sites is a
combination of the `N + 1` site determinants, weighted by its one-hole amplitudes. -/
theorem site_expansion {ψ : (Fin N → Fin (N + 1)) → ℂ} (hψ : IsFermionic ψ)
    (x : Fin N → Fin (N + 1)) :
    ψ x = ∑ p : Fin (N + 1), ψ p.succAbove * slater (siteOrbitals p) x := by
  refine eq_of_hole_eq hψ
    (isFermionic_sum (fun p : Fin (N + 1) => ψ p.succAbove) siteOrbitals) (fun k => ?_) x
  simp [slater_site]

/-- If a fermionic `ψ` on `N + 1` sites has a non-zero one-hole amplitude, and `N` orbitals
satisfy `∑ a_i h = 0` with its hole vector `h`, their determinant is a multiple of `ψ`. -/
theorem slater_proportional {ψ : (Fin N → Fin (N + 1)) → ℂ} (hψ : IsFermionic ψ)
    {k : Fin (N + 1)} (hk : ψ k.succAbove ≠ 0) (a : Fin N → Fin (N + 1) → ℂ)
    (ha : ∀ i, ∑ p, a i p * holeAmp ψ p = 0) : ∃ c : ℂ, ∀ x, slater a x = c * ψ x := by
  have hk' : holeAmp ψ k ≠ 0 := mul_ne_zero (pow_ne_zero _ (by norm_num)) hk
  let b : Fin (N + 1) → ℂ := fun p => if p = k then (holeAmp ψ k)⁻¹ else 0
  let B : Matrix (Fin (N + 1)) (Fin (N + 1)) ℂ :=
    Matrix.of (Fin.cons b a : Fin (N + 1) → Fin (N + 1) → ℂ)
  refine ⟨B.det, fun x => ?_⟩
  -- the matrix with the hole vector and the occupied sites as columns
  let A : Matrix (Fin (N + 1)) (Fin (N + 1)) ℂ := Matrix.of fun p =>
    (Fin.cons (holeAmp ψ p) (fun j => if p = x j then 1 else 0) : Fin (N + 1) → ℂ)
  have hA : A.det = ψ x := by
    rw [Matrix.det_succ_column_zero, site_expansion hψ x]
    refine Finset.sum_congr rfl fun p _ => ?_
    have h1 : A p 0 = (-1) ^ (p : ℕ) * ψ p.succAbove := rfl
    have h2 : (A.submatrix p.succAbove Fin.succ).det = slater (siteOrbitals p) x := rfl
    have hs : (-1 : ℂ) ^ (p : ℕ) * (-1) ^ (p : ℕ) = 1 := by
      rw [← mul_pow]
      norm_num
    rw [h1, h2]
    linear_combination (ψ p.succAbove * slater (siteOrbitals p) x) * hs
  -- `B` sends the hole vector to the first unit vector
  have h00 : (B * A) 0 0 = 1 := by
    rw [Matrix.mul_apply]
    change ∑ p, (if p = k then (holeAmp ψ k)⁻¹ else 0) * holeAmp ψ p = 1
    simp [hk']
  have hi0 : ∀ i : Fin N, (B * A) i.succ 0 = 0 := fun i => Matrix.mul_apply.trans (ha i)
  have hsub : (B * A).submatrix Fin.succ Fin.succ = Matrix.of fun i j => a i (x j) := by
    ext i j
    rw [Matrix.submatrix_apply, Matrix.mul_apply]
    change ∑ p, a i p * (if p = x j then 1 else 0) = a i (x j)
    simp
  calc slater a x = (B * A).det := by
        rw [Matrix.det_succ_column_zero, Fin.sum_univ_succ]
        simp only [hi0, h00, mul_zero, zero_mul, Finset.sum_const_zero, add_zero,
          Fin.val_zero, pow_zero, one_mul, Fin.succAbove_zero, hsub, slater]
    _ = B.det * ψ x := by rw [Matrix.det_mul, hA]

/-- A fermionic function of `N` coordinates on `N + 1` sites is a number times a single Slater
determinant. -/
theorem exists_scaled_slater {ψ : (Fin N → Fin (N + 1)) → ℂ} (hψ : IsFermionic ψ) :
    ∃ (c : ℂ) (a : Fin N → Fin (N + 1) → ℂ), ∀ x, ψ x = c * slater a x := by
  by_cases hz : ∀ k : Fin (N + 1), ψ k.succAbove = 0
  · refine ⟨0, 0, fun x => ?_⟩
    rw [site_expansion hψ x]
    simp [hz]
  · obtain ⟨k, hk⟩ := not_forall.mp hz
    have hk' : holeAmp ψ k ≠ 0 := mul_ne_zero (pow_ne_zero _ (by norm_num)) hk
    -- site orbitals, corrected on site `k` to be annihilated by the hole vector
    let a : Fin N → Fin (N + 1) → ℂ := fun i p => siteOrbitals k i p -
      (if k = p then holeAmp ψ (k.succAbove i) / holeAmp ψ k else 0)
    have ha : ∀ i, ∑ p, a i p * holeAmp ψ p = 0 := by
      intro i
      simp only [a, siteOrbitals, sub_mul, Finset.sum_sub_distrib, ite_mul, one_mul,
        zero_mul, Finset.sum_ite_eq, Finset.mem_univ, if_true]
      rw [div_mul_cancel₀ _ hk', sub_self]
    obtain ⟨c, hc⟩ := slater_proportional hψ hk a ha
    have h1 : slater a k.succAbove = 1 := by
      have h2 : slater a k.succAbove = slater (siteOrbitals k) k.succAbove := by
        unfold slater
        congr 1
        ext i j
        simp [a]
      rw [h2, slater_site, if_pos rfl]
    have hc0 : c ≠ 0 := by
      rintro rfl
      rw [hc, zero_mul] at h1
      exact zero_ne_one h1
    exact ⟨c⁻¹, a, fun x => by rw [hc x, inv_mul_cancel_left₀ hc0]⟩

/-- One hole is always a determinant: for `N ≥ 1` and a set of `N + 1` points, a function of
`N` coordinates is fermionic if and only if it is a single Slater determinant. -/
theorem isFermionic_iff_slater [Fintype X] (hN : 1 ≤ N) (hX : Fintype.card X = N + 1)
    (ψ : (Fin N → X) → ℂ) : IsFermionic ψ ↔ ∃ a : Fin N → X → ℂ, ψ = slater a := by
  constructor
  · intro hψ
    -- number the points and use the result for numbered sites
    let e : X ≃ Fin (N + 1) := Fintype.equivFinOfCardEq hX
    have hφ : IsFermionic (fun y : Fin N → Fin (N + 1) => ψ (e.symm ∘ y)) :=
      fun σ y => hψ σ (e.symm ∘ y)
    obtain ⟨c, a, h⟩ := exists_scaled_slater hφ
    -- absorb the constant into the first orbital
    let v : Fin N → ℂ := fun i => if i = ⟨0, hN⟩ then c else 1
    refine ⟨fun i y => v i * a i (e y), funext fun x => ?_⟩
    have hx : e.symm ∘ (e ∘ x) = x := funext fun i => e.symm_apply_apply (x i)
    have hv : ∏ i, v i = c := by simp [v]
    have h1 := h (e ∘ x)
    simp only [hx] at h1
    rw [h1, ← hv]
    exact (Matrix.det_mul_column v (Matrix.of fun i j => a i (e (x j)))).symm
  · rintro ⟨a, rfl⟩ σ x
    exact Matrix.det_permute' σ (Matrix.of fun i j => a i (x j))

/-- No multi-determinant states: for `N ≥ 1` particles on `N + 1` points, every finite linear
combination of Slater determinants is a single Slater determinant. -/
theorem sum_slater_eq_slater [Fintype X] (hN : 1 ≤ N) (hX : Fintype.card X = N + 1)
    {ι : Type*} [Fintype ι] (c : ι → ℂ) (a : ι → Fin N → X → ℂ) :
    ∃ b : Fin N → X → ℂ, (fun x => ∑ s, c s * slater (a s) x) = slater b :=
  (isFermionic_iff_slater hN hX _).mp (isFermionic_sum c a)

/-- Two holes are different: for two particles on four sites, the sum of the determinant of
sites 0, 1 and the determinant of sites 2, 3 is not a single Slater determinant. -/
theorem two_holes_not_slater : ¬ ∃ a : Fin 2 → Fin 4 → ℂ, ∀ x : Fin 2 → Fin 4,
    slater a x = slater ![Pi.single 0 1, Pi.single 1 1] x +
      slater ![Pi.single 2 1, Pi.single 3 1] x := by
  rintro ⟨a, h⟩
  -- the Plücker relation holds for every single determinant
  have hp : slater a ![0, 1] * slater a ![2, 3] - slater a ![0, 2] * slater a ![1, 3] +
      slater a ![0, 3] * slater a ![1, 2] = 0 := by
    simp only [slater, Matrix.det_fin_two, Matrix.of_apply, Matrix.cons_val_zero,
      Matrix.cons_val_one]
    ring
  simp only [h] at hp
  simp [slater, Matrix.det_fin_two, Pi.single_apply] at hp

end

end OneHoleDeterminant
```

```lean
#print axioms OneHoleDeterminant.isFermionic_iff_slater
#print axioms OneHoleDeterminant.sum_slater_eq_slater
#print axioms OneHoleDeterminant.two_holes_not_slater
```

```
'OneHoleDeterminant.isFermionic_iff_slater' depends on axioms: [propext, Classical.choice, Quot.sound]
'OneHoleDeterminant.sum_slater_eq_slater' depends on axioms: [propext, Classical.choice, Quot.sound]
'OneHoleDeterminant.two_holes_not_slater' depends on axioms: [propext, Classical.choice, Quot.sound]
```

## How the lemmas carry the argument

`isFermionic_sum` gets the sign of each determinant from `Matrix.det_permute'` and sums. `pauli` applies antisymmetry to a swap that leaves `x` unchanged.

`eq_of_hole_eq` splits on whether `x` is injective. If it is, counting shows that some site `k` is empty, and `choose` extracts the map `σ` that becomes the reordering `τ`. If it is not, both functions vanish by `pauli`.

`slater_site` is the relation $D_p(s_k)=\delta_{pk}$, proved by the identity matrix in one case and a zero row in the other. `site_expansion` then needs only a comparison on the configurations $s_k$.

`slater_proportional` contains the matrix product. `Fin.cons` attaches the extra row of `B` and the extra column of `A`. `Matrix.det_succ_column_zero` is used twice: once to show that `A.det` is `ψ x`, and once to reduce `(B * A).det` to the orbital determinant. `Matrix.det_mul` joins the two.

`exists_scaled_slater` treats the zero function separately, then inserts the explicit orbitals. Their determinant is 1 on $s_k$, which forces the constant `c` to be non-zero, so it can be inverted.

`isFermionic_iff_slater` transfers this to any set of $N+1$ points through a numbering `e`. The factor `v` puts the constant into the first orbital, by `Matrix.det_mul_column`. `sum_slater_eq_slater` combines the equivalence with `isFermionic_sum`.

In `two_holes_not_slater`, `ring` proves the Plücker relation for an arbitrary determinant. Substituting the assumed equality `h` turns that relation into a false numerical identity.
